# For an invertible circulant Majorana coupling matrix, the self-conjugate momenta fix the ring parity

To find the ground-state fermion parity of a periodic, non-interacting, translation-invariant chain with two Majorana species, coupled only to each other and without a zero mode, it is enough to add up the couplings and, if the number of sites is even, to add them up again with alternating signs. The signs of these one or two real numbers replace the sign of an $N\times N$ determinant.

The model has two Majorana operators $a_i, b_i$ on each of $N$ sites, normalised so that $a_i^2=b_i^2=1$, and the Hamiltonian $H = i\sum_{ij} M_{ij}\,a_i b_j$. With total parity $\prod_n(-i a_n b_n)$, a ground state without zero modes has parity $\operatorname{sign}\det M$. The file takes this sign as its definition of ring parity and does not derive it from $H$. Interactions and couplings within one species are absent.

For couplings $c_j$, let $m(\theta)=\sum_{j=0}^{N-1}c_j e^{ij\theta}$. If $\det M\neq0$, then

$$\operatorname{sign}\det M=\begin{cases}\operatorname{sign} m(0), & N \text{ odd},\\ \operatorname{sign}\big(m(0)\,m(\pi)\big), & N \text{ even}.\end{cases}$$

## Translation invariance on a finite ring

Physically, the coupling between two sites depends only on their separation around the ring, so $M_{ij}=c_{i-j}$ with indices modulo $N$. In Lean the sites are `ZMod N`, the matrix is `circulant c`, and `NeZero N` excludes $N=0$, for which `ZMod 0` would be the integers.

```lean
import Mathlib

open Matrix ComplexConjugate

namespace MajoranaRingParity

noncomputable section

variable {N : ℕ} [NeZero N]
```

The symbol is defined for every real angle, using the representatives $0,\dots,N-1$ of the separations. A backward hop therefore appears as $j=N-1$, which agrees with $j=-1$ at the allowed momenta but not at a general angle.

```lean
/-- The symbol `m(θ) = ∑ j, c_j exp(i j θ)` of a ring with real couplings `c`. -/
def symbol (c : ZMod N → ℝ) (θ : ℝ) : ℂ :=
  ∑ j : ZMod N, (c j : ℂ) * Complex.exp ((j.val : ℂ) * ((θ : ℂ) * Complex.I))

/-- The allowed momentum `2πk/N` on a ring of `N` sites. -/
def momentum (k : ZMod N) : ℝ := 2 * Real.pi * (k.val : ℝ) / (N : ℝ)
```

The parity takes values in `SignType`, which contains $-1$, $0$ and $1$; a singular matrix has parity $0$.

```lean
/-- The parity sign of a Majorana ring, modelled as the sign of the determinant of the
circulant matrix `c (i - j)` that couples its two Majorana species. -/
def ringParity (c : ZMod N → ℝ) : SignType := SignType.sign (circulant c).det
```

By hand, write $\theta_k=2\pi k/N$ and apply $M$ to the plane wave $e^{-ij\theta_k}$. With $l=i-j$,

$$\sum_j c_{i-j}e^{-ij\theta_k}=e^{-ii\theta_k}\sum_l c_l e^{il\theta_k}=e^{-ii\theta_k}\,m(\theta_k),$$

where the first $i$ in the exponent of $e^{-ii\theta_k}$ is the imaginary unit and the second is the site index. Let $F$ be the matrix with these waves as columns, and $D$ the diagonal matrix of the values $m(\theta_k)$. Then $MF=FD$. If $G_{kj}=e^{ikj2\pi/N}$, orthogonality of the waves gives $FG=N\,\mathbb 1$, so $\det F\,\det G=N^N\neq0$. Cancelling $\det F$ from $\det M\det F=\det F\det D$ leaves

$$\det M=\prod_k m(\theta_k).$$

The proof follows the same route. `planeWaves` is $F$, and `symbol_momentum` rewrites the exponentials as the additive character `ZMod.stdAddChar`, for which arithmetic modulo $N$ is built in.

```lean
/-- The matrix whose columns are the plane waves `exp(-2πi jk/N)`. -/
def planeWaves (N : ℕ) [NeZero N] : Matrix (ZMod N) (ZMod N) ℂ :=
  Matrix.of fun j k => ZMod.stdAddChar (-(j * k))

/-- At an allowed momentum the symbol is the sum of the couplings `c j`, each weighted by the
standard additive character at `j * k`. -/
theorem symbol_momentum (c : ZMod N → ℝ) (k : ZMod N) :
    symbol c (momentum k) = ∑ j, (c j : ℂ) * ZMod.stdAddChar (j * k) := by
  unfold symbol
  refine Finset.sum_congr rfl fun j _ => ?_
  have h : j * k = (((j.val * k.val : ℕ) : ℤ) : ZMod N) := by
    simp
  rw [h, ZMod.stdAddChar_coe]
  congr 1
  congr 1
  unfold momentum
  push_cast
  ring

/-- The matrix of plane waves has non-zero determinant. -/
theorem planeWaves_det_ne_zero : (planeWaves N).det ≠ 0 := by
  let G : Matrix (ZMod N) (ZMod N) ℂ := Matrix.of fun k j => ZMod.stdAddChar (k * j)
  -- orthogonality of characters
  have hFG : planeWaves N * G = (N : ℂ) • (1 : Matrix (ZMod N) (ZMod N) ℂ) := by
    ext i j
    have hs : (planeWaves N * G) i j
        = ∑ k : ZMod N, (ZMod.stdAddChar (k * (j - i)) : ℂ) := by
      rw [Matrix.mul_apply]
      refine Finset.sum_congr rfl fun k _ => ?_
      change (ZMod.stdAddChar (-(i * k)) : ℂ) * ZMod.stdAddChar (k * j) = _
      rw [← AddChar.map_add_eq_mul]
      congr 1
      ring
    rw [hs, AddChar.sum_mulShift _ (ZMod.isPrimitive_stdAddChar N)]
    by_cases h : i = j
    · subst h
      simp [ZMod.card]
    · rw [if_neg (sub_ne_zero.mpr (Ne.symm h))]
      simp [h]
  intro h0
  have hd := congrArg Matrix.det hFG
  rw [Matrix.det_mul, h0, zero_mul, Matrix.det_smul, Matrix.det_one, mul_one] at hd
  exact pow_ne_zero _ (Nat.cast_ne_zero.mpr (NeZero.ne N)) hd.symm
```

In `det_eq_prod_symbol`, the equation `hCF` is $MF=FD$, and the substitution $l=i-j$ is `Equiv.subLeft i`.

```lean
/-- The determinant of the coupling matrix is the product of the symbol over all
allowed momenta. -/
theorem det_eq_prod_symbol (c : ZMod N → ℝ) :
    ((circulant c).det : ℂ) = ∏ k : ZMod N, symbol c (momentum k) := by
  have hdet : ((circulant c).det : ℂ) = (Complex.ofRealHom.mapMatrix (circulant c)).det :=
    RingHom.map_det Complex.ofRealHom (circulant c)
  -- every plane wave is an eigenvector, with the symbol as eigenvalue
  have hCF : Complex.ofRealHom.mapMatrix (circulant c) * planeWaves N
      = planeWaves N * Matrix.diagonal (fun k => symbol c (momentum k)) := by
    ext i k
    rw [Matrix.mul_apply, Matrix.mul_diagonal, symbol_momentum, Finset.mul_sum]
    refine Fintype.sum_equiv (Equiv.subLeft i) _ _ fun j => ?_
    change (c (i - j) : ℂ) * ZMod.stdAddChar (-(j * k))
      = ZMod.stdAddChar (-(i * k)) * ((c (i - j) : ℂ) * ZMod.stdAddChar ((i - j) * k))
    have h : (ZMod.stdAddChar (-(j * k)) : ℂ)
        = ZMod.stdAddChar (-(i * k)) * ZMod.stdAddChar ((i - j) * k) := by
      rw [← AddChar.map_add_eq_mul]
      congr 1
      ring
    rw [h]
    ring
  have hd := congrArg Matrix.det hCF
  rw [Matrix.det_mul, Matrix.det_mul, Matrix.det_diagonal, mul_comm] at hd
  rw [hdet]
  exact mul_left_cancel₀ planeWaves_det_ne_zero hd
```

Without translation invariance, the uniform mode says little. The diagonal matrix with entries $3,-1,1$ has expectation value $1$ in the normalised uniform mode, yet its determinant is negative.

## Real couplings pair opposite momenta

Majorana operators are Hermitian, and $i a_i b_j$ is Hermitian too, so a Hermitian $H$ requires real $M_{ij}$. In Lean this is the type `c : ZMod N → ℝ`.

By hand, conjugation reverses each exponent and leaves $c_j$ alone, so $m(\theta_{-k})=\overline{m(\theta_k)}$. A pair $k\neq-k$ contributes $m(\theta_k)\overline{m(\theta_k)}=|m(\theta_k)|^2$. Let $P$ be the product of $m$ over one member of each such pair, with $P=1$ if there are none, and let $R$ be the product over momenta with $k=-k$. Then

$$\det M=R\,|P|^2.$$

```lean
/-- For real couplings the symbols at opposite momenta are complex conjugates. -/
theorem symbol_neg (c : ZMod N → ℝ) (k : ZMod N) :
    symbol c (momentum (-k)) = conj (symbol c (momentum k)) := by
  rw [symbol_momentum, symbol_momentum, map_sum]
  refine Finset.sum_congr rfl fun j _ => ?_
  rw [map_mul (starRingEnd ℂ), Complex.conj_ofReal, mul_neg, AddChar.map_neg_eq_conj]
```

The proof turns on how one member is chosen from each pair. For $N>1$ the cyclic group `ZMod N` has no linear order compatible with its addition, but `k.val` is an ordinary natural number. Comparing `k.val` with `(-k).val` gives exactly three cases: smaller, equal or larger. Equality means $k=-k$, because `ZMod.val` is injective, and negation exchanges the other two cases. `hsplit` writes each factor as a product of three conditional factors, and `hmirror` identifies the product over the larger half as the conjugate of the product over the smaller. The argument needs no explicit list of momenta and treats odd and even $N$ alike.

```lean
/-- If opposite momenta carry conjugate values, the product over all momenta is the product
over the self-conjugate ones times a squared modulus. -/
theorem prod_eq_selfConj_mul_normSq (f : ZMod N → ℂ) (hf : ∀ k, f (-k) = conj (f k)) :
    ∏ k, f k = (∏ k with -k = k, f k) *
      (Complex.normSq (∏ k : ZMod N with k.val < (-k).val, f k) : ℂ) := by
  -- split the momenta into self-conjugate ones and two mirror halves
  have hsplit : ∀ k : ZMod N, f k = (if -k = k then f k else 1) *
      ((if k.val < (-k).val then f k else 1) * (if (-k).val < k.val then f k else 1)) := by
    intro k
    rcases lt_trichotomy k.val (-k).val with h | h | h
    · have hne : ¬ (-k = k) := fun e => by rw [e] at h; exact lt_irrefl _ h
      rw [if_neg hne, if_pos h, if_neg (lt_asymm h), one_mul, mul_one]
    · have e : -k = k := (ZMod.val_injective N h).symm
      rw [if_pos e, if_neg h.not_lt, if_neg h.not_gt, mul_one, mul_one]
    · have hne : ¬ (-k = k) := fun e => by rw [e] at h; exact lt_irrefl _ h
      rw [if_neg hne, if_neg (lt_asymm h), if_pos h, one_mul, one_mul]
  have hmirror : (∏ k : ZMod N, if (-k).val < k.val then f k else 1)
      = conj (∏ k : ZMod N, if k.val < (-k).val then f k else 1) := by
    rw [map_prod]
    refine Fintype.prod_equiv (Equiv.neg (ZMod N)) _ _ fun k => ?_
    rw [Equiv.neg_apply, neg_neg, hf]
    split_ifs <;> simp
  rw [Finset.prod_congr rfl fun k _ => hsplit k, Finset.prod_mul_distrib,
    Finset.prod_mul_distrib, hmirror, Complex.mul_conj, Finset.prod_filter, Finset.prod_filter]
```

At $0$ and $\pi$ the exponentials are $1$ and $(-1)^j$, so $m(0)=\sum_j c_j$ and $m(\pi)=\sum_j(-1)^jc_j$ are real. The real parts in the theorems below therefore discard nothing.

```lean
/-- The symbol is real at momenta `0` and `π`, where it is the plain and the alternating
sum of the couplings. -/
theorem symbol_zero_and_pi (c : ZMod N → ℝ) :
    symbol c 0 = ((∑ j, c j : ℝ) : ℂ) ∧
      symbol c Real.pi = ((∑ j, c j * (-1) ^ j.val : ℝ) : ℂ) := by
  constructor
  · simp [symbol]
  · simp only [symbol, Complex.exp_nat_mul, Complex.exp_pi_mul_I]
    push_cast
    rfl
```

With complex couplings the determinant need not have a sign at all: for $N=3$ and $M=i\,\mathbb 1$ it is $-i$.

## An invertible matrix makes the paired factor positive

The condition $\det M\neq0$ means that the ring has no zero-energy mode, so its ground-state parity is unambiguous. By hand, it forces $|P|^2>0$ in $\det M=R|P|^2$, and the signs of $\det M$ and $R$ agree. The private lemma `sign_of_pairs` is this step, with `d` for $\det M$ and `r` for $R$.

```lean
private theorem sign_of_pairs {d r : ℝ} {P : ℂ} (hd : d ≠ 0)
    (h : (d : ℂ) = (r : ℂ) * (Complex.normSq P : ℂ)) :
    SignType.sign d = SignType.sign r := by
  have h' : d = r * Complex.normSq P := by exact_mod_cast h
  have hP : 0 < Complex.normSq P :=
    lt_of_le_of_ne (Complex.normSq_nonneg P) fun h0 => hd (by rw [h', ← h0, mul_zero])
  rw [h', sign_mul, sign_pos hP, mul_one]
```

## The number of sites decides which momenta remain

A momentum is self-conjugate when $2k\equiv0 \pmod N$. For odd $N$ this leaves only $k=0$, hence $R=m(0)$. For even $N$ it leaves $k=0$ and $k=N/2$, whose angles are $0$ and $\pi$, hence $R=m(0)m(\pi)$. Physically, a standing wave that alternates in sign from site to site closes on itself only on an even ring.

`ringParity_odd` says that for odd $N$ and non-zero determinant `hc`, the parity is the sign of the symbol at zero. In its proof `hset` identifies the self-conjugate set as `{0}`, and `sign_of_pairs` finishes.

```lean
/-- For an odd number of sites and an invertible coupling matrix, the ring parity is the
sign of the symbol at zero momentum. -/
theorem ringParity_odd (c : ZMod N → ℝ) (hN : Odd N) (hc : (circulant c).det ≠ 0) :
    ringParity c = SignType.sign (symbol c 0).re := by
  have hset : (Finset.univ.filter fun k : ZMod N => -k = k) = {0} := by
    ext k
    simp only [Finset.mem_filter, Finset.mem_univ, true_and, Finset.mem_singleton,
      ZMod.neg_eq_self_iff]
    obtain ⟨n, hn⟩ := hN
    exact ⟨fun h => h.resolve_right (by omega), Or.inl⟩
  have h0 : momentum (0 : ZMod N) = 0 := by simp [momentum]
  have h := det_eq_prod_symbol c
  rw [prod_eq_selfConj_mul_normSq _ (symbol_neg c), hset, Finset.prod_singleton, h0,
    (symbol_zero_and_pi c).1] at h
  rw [(symbol_zero_and_pi c).1, Complex.ofReal_re]
  exact sign_of_pairs hc h
```

`ringParity_even` has the same shape. Here `n` is $N/2$, `hset` finds the two momenta, `hne` shows that they differ, and `hpi` identifies the second with $\pi$.

```lean
/-- For an even number of sites and an invertible coupling matrix, the ring parity is the
sign of the product of the symbols at momenta `0` and `π`. -/
theorem ringParity_even (c : ZMod N → ℝ) (hN : Even N) (hc : (circulant c).det ≠ 0) :
    ringParity c = SignType.sign ((symbol c 0).re * (symbol c Real.pi).re) := by
  obtain ⟨n, hn⟩ := hN
  have hN0 : N ≠ 0 := NeZero.ne N
  have hval : ((n : ℕ) : ZMod N).val = n := by
    rw [ZMod.val_natCast, Nat.mod_eq_of_lt (by omega)]
  have hset : (Finset.univ.filter fun k : ZMod N => -k = k) = {0, (n : ZMod N)} := by
    ext k
    simp only [Finset.mem_filter, Finset.mem_univ, true_and, Finset.mem_insert,
      Finset.mem_singleton, ZMod.neg_eq_self_iff]
    refine or_congr_right ⟨fun h => ZMod.val_injective N (by omega), fun h => ?_⟩
    rw [h, hval]
    omega
  have hne : (0 : ZMod N) ≠ (n : ZMod N) := fun h => by
    have h' := congrArg ZMod.val h
    rw [ZMod.val_zero, hval] at h'
    omega
  have h0 : momentum (0 : ZMod N) = 0 := by simp [momentum]
  have hpi : momentum (n : ZMod N) = Real.pi := by
    have hcast : (N : ℝ) = n + n := by exact_mod_cast hn
    unfold momentum
    rw [hval, div_eq_iff (Nat.cast_ne_zero.mpr hN0), hcast]
    ring
  have h := det_eq_prod_symbol c
  rw [prod_eq_selfConj_mul_normSq _ (symbol_neg c), hset, Finset.prod_pair hne, h0, hpi,
    (symbol_zero_and_pi c).1, (symbol_zero_and_pi c).2, ← Complex.ofReal_mul] at h
  rw [(symbol_zero_and_pi c).1, (symbol_zero_and_pi c).2, Complex.ofReal_re, Complex.ofReal_re]
  exact sign_of_pairs hc h
```

The odd formula fails on an even ring: for $N=2$ with $c_0=0$ and $c_1=1$, $m(0)=1$ but $\det M=-1$.

## Rings with a zero mode

If the matrix is singular, a paired momentum may carry the zero while the self-conjugate values stay non-zero. With three sites and all couplings equal to one, $m(0)=3$, but all rows are equal and the determinant vanishes. The parity is then $0$, while the formula would give $+1$.

```lean
/-- Three sites with all couplings equal to one have a singular coupling matrix, although
the symbol at zero momentum equals three. -/
theorem uniform_ring_singular :
    (circulant (fun _ : ZMod 3 => (1 : ℝ))).det = 0 ∧
      symbol (fun _ : ZMod 3 => (1 : ℝ)) 0 = 3 := by
  constructor
  · exact Matrix.det_zero_of_row_eq (show (0 : ZMod 3) ≠ 1 by decide) rfl
  · rw [(symbol_zero_and_pi _).1]
    simp [ZMod.card]
```

For an on-site coupling $\mu$ and a nearest-neighbour coupling $t$ on an even ring, the formula survives without the invertibility hypothesis. Up to factors and signs, this is the Kitaev chain with equal hopping and pairing.

```lean
/-- Couplings of a ring with on-site term `μ` and nearest-neighbour term `t`. -/
def nearestNeighbour (N : ℕ) (μ t : ℝ) (j : ZMod N) : ℝ :=
  (if j = 0 then μ else 0) + (if j = 1 then t else 0)
```

Here $m(\theta)=\mu+te^{i\theta}$. If $\det M\neq0$, the even-ring result gives the sign of $(\mu+t)(\mu-t)=\mu^2-t^2$. If $\det M=0$, some allowed momentum has $\mu=-te^{i\theta_k}$, so $|\mu|=|t|$ and both sides are zero. The proof makes the same case distinction with `by_cases`.

```lean
/-- On an even ring with on-site coupling `μ` and nearest-neighbour coupling `t`, the parity
is the sign of `μ² - t²`. -/
theorem ringParity_nearestNeighbour (hN : Even N) (μ t : ℝ) :
    ringParity (nearestNeighbour N μ t) = SignType.sign (μ ^ 2 - t ^ 2) := by
  have hN1 : 1 < N := by
    obtain ⟨n, hn⟩ := hN
    have := NeZero.ne N
    omega
  have : Fact (1 < N) := ⟨hN1⟩
  have hv : (1 : ZMod N).val = 1 := ZMod.val_one N
  have hsym : ∀ θ : ℝ, symbol (nearestNeighbour N μ t) θ
      = (μ : ℂ) + (t : ℂ) * Complex.exp ((θ : ℂ) * Complex.I) := by
    intro θ
    simp [symbol, nearestNeighbour, add_mul, Finset.sum_add_distrib,
      apply_ite Complex.ofReal, ite_mul, hv, -ZMod.natCast_val]
  by_cases h : (circulant (nearestNeighbour N μ t)).det = 0
  · -- a zero of the symbol forces |μ| = |t|
    have hp := det_eq_prod_symbol (nearestNeighbour N μ t)
    rw [h, Complex.ofReal_zero] at hp
    obtain ⟨k, -, hk⟩ := Finset.prod_eq_zero_iff.mp hp.symm
    rw [hsym] at hk
    have hn := congrArg norm (eq_neg_of_add_eq_zero_left hk)
    rw [norm_neg, norm_mul, Complex.norm_exp_ofReal_mul_I, mul_one, Complex.norm_real,
      Complex.norm_real, Real.norm_eq_abs, Real.norm_eq_abs] at hn
    have hsq : μ ^ 2 = t ^ 2 := by rw [← sq_abs μ, hn, sq_abs]
    rw [ringParity, h, hsq, sub_self]
  · have h0 : (symbol (nearestNeighbour N μ t) 0).re = μ + t := by
      rw [hsym]
      simp
    have hpi : (symbol (nearestNeighbour N μ t) Real.pi).re = μ - t := by
      rw [hsym, Complex.exp_pi_mul_I]
      simp [sub_eq_add_neg]
    rw [ringParity_even _ hN h, h0, hpi]
    congr 1
    ring

end

end MajoranaRingParity
```

```lean
#print axioms MajoranaRingParity.ringParity_odd
-- 'MajoranaRingParity.ringParity_odd' depends on axioms: [propext, Classical.choice, Quot.sound]
#print axioms MajoranaRingParity.ringParity_even
-- 'MajoranaRingParity.ringParity_even' depends on axioms: [propext, Classical.choice, Quot.sound]
#print axioms MajoranaRingParity.uniform_ring_singular
-- 'MajoranaRingParity.uniform_ring_singular' depends on axioms: [propext, Classical.choice, Quot.sound]
#print axioms MajoranaRingParity.ringParity_nearestNeighbour
-- 'MajoranaRingParity.ringParity_nearestNeighbour' depends on axioms: [propext, Classical.choice, Quot.sound]
```

## The antiperiodic ring

The same pairing argument, carried out here by hand only, covers a ring whose couplings change sign across one bond. The allowed momenta become $(2k+1)\pi/N$. Zero is never among them, and $\pi$ is among them only for odd $N$. At these momenta $j=N-1$ and $j=-1$ give opposite signs, so a backward hop must now enter the symbol with its negative $j$; call the resulting symbol $\tilde m$. An invertible antiperiodic ring then has parity $\operatorname{sign}\tilde m(\pi)$ for odd $N$ and $+1$ for even $N$. On an even ring that is invertible under both boundary conditions, $\operatorname{sign}(m(0)m(\pi))$ thus tells whether the parity changes when the boundary condition is switched.
